# Boltzmann averages over a smooth, one-dimensional periodic band satisfy $\beta\langle E'^2\rangle=\langle E''\rangle$

Take the nearest-neighbour band $E(k)=-2t\cos k$, with hopping $t$ and $k$ measured in inverse lattice constants. At inverse temperature $\beta$ its Boltzmann weight is $e^{2\beta t\cos k}$. Differentiate $\sin k$ times this weight:

$$\frac{d}{dk}\left[\sin k\,e^{2\beta t\cos k}\right]=\left(\cos k-2\beta t\sin^2 k\right)e^{2\beta t\cos k}.$$

The bracket on the left vanishes at $k=\pm\pi$, so the right side integrates to zero over the zone. Hence $\langle\cos k\rangle=2\beta t\langle\sin^2 k\rangle$, where angle brackets denote the weighted average. Multiplying by $2t$ gives $\langle E''\rangle=\beta\langle E'^2\rangle$: the mean inverse mass equals $\beta$ times the mean squared group velocity, in units with $\hbar=1$.

The same holds for every twice continuously differentiable, $2\pi$-periodic band, with

$$\langle f\rangle=\frac{\int_{-\pi}^{\pi}f(k)\,e^{-\beta E(k)}\,dk}{\int_{-\pi}^{\pi}e^{-\beta E(k)}\,dk}.$$

For the cosine band with $\beta,t>0$, the common value lies strictly between $0$ and $2t$, the inverse mass at the band bottom. As $\beta\to0^+$, $\langle E'^2\rangle\to2t^2$.

## Two estimators for one mobility

For non-interacting, non-degenerate carriers in one band with a constant relaxation time $\tau$, a transport code can compute the mobility per unit charge either as $\tau\beta\langle E'^2\rangle$ or as $\tau\langle E''\rangle$. The first needs velocities, the second curvatures.

On a uniform grid $k_j=-\pi+2\pi j/N$ with $j=0,\dots,N-1$, set $w_j=e^{-\beta(E_j-E_{\min})}$, where $E_j=E(k_j)$ and $E_{\min}$ is the lowest of these energies. The shift avoids overflow and cancels in the averages. Then compare

$$A=\beta\,\frac{\sum_j E'(k_j)^2w_j}{\sum_j w_j},\qquad B=\frac{\sum_j E''(k_j)\,w_j}{\sum_j w_j}.$$

They should agree up to quadrature error, plus differencing error if the derivatives are numerical. Some faults separate them:

- **A duplicated zone edge.** If the array contains both $-\pi$ and $\pi$ with full weight, the extra point in the cosine band adds nothing to the velocity sum but contributes $-2t$ times its weight to the curvature sum.
- **Inconsistent temperature units.** A prefactor $\beta$ that differs from the one in the exponential changes $A$ alone.
- **Kinks from sorting bands by energy.** Where two bands cross with different slopes, a sorted band has a jump in $E'$, and pointwise curvatures miss its contribution.

Agreement does not test $\tau$ or the band parameters, since any smooth periodic band satisfies the identity.

## Integration over the zone, with no edge term

Let $g(k)=E'(k)e^{-\beta E(k)}$. The product and chain rules give

$$g'(k)=\left(E''(k)-\beta E'(k)^2\right)e^{-\beta E(k)}.$$

Differentiating $E(k+2\pi)=E(k)$ shows that $E'$ is periodic too, so $g(\pi)=g(-\pi)$ and

$$0=\int_{-\pi}^{\pi}E''e^{-\beta E}\,dk-\beta\int_{-\pi}^{\pi}E'^2e^{-\beta E}\,dk.$$

Dividing by $Z=\int_{-\pi}^{\pi}e^{-\beta E}\,dk>0$ gives the identity, for any real $\beta$.

For the drift velocity, let $f_0=e^{-\beta E}$ and apply a uniform force $F$. The steady-state Boltzmann equation in the relaxation-time approximation is $F\,\partial f/\partial k=-\delta f/\tau$, where $\delta f=f-f_0$. To first order in $F$, replace $f$ by $f_0$ on the left:

$$\delta f=-\tau F\frac{\partial f_0}{\partial k}=\tau F\beta E'f_0.$$

Therefore

$$v_{\rm d}=\frac{\int_{-\pi}^{\pi}E'\,\delta f\,dk}{\int_{-\pi}^{\pi}f_0\,dk}=\tau F\beta\langle E'^2\rangle=\tau F\langle E''\rangle.$$

For the cosine band, $E'=2t\sin k$ and $E''=2t\cos k$. The curvature changes sign across the zone, so positivity of its average is read from the other side of the identity: $E'^2$ is nonnegative and equals $4t^2$ at $k=\pi/2$. By continuity its weighted integral is positive, and so is $\beta\langle E'^2\rangle$.

For the upper bound, $2t-E''=2t(1-\cos k)$ is nonnegative and equals $4t$ at $k=\pi$. Its average is positive, which means $\langle E''\rangle<2t$.

Finally, the numerator and denominator of $\langle f\rangle$ are continuous in $\beta$ for continuous $E$ and $f$, and the denominator is positive. The limit $\beta\to0^+$ is therefore the uniform average:

$$\langle E'^2\rangle\to\frac{1}{2\pi}\int_{-\pi}^{\pi}4t^2\sin^2k\,dk=\frac{4t^2\pi}{2\pi}=2t^2.$$

At constant $\tau$, the mobility per unit charge $\tau\beta\langle E'^2\rangle$ thus falls off as $2\tau t^2\beta$ at high temperature.

## Band averages and drift velocity in Lean

```lean
import Mathlib

open Filter Set
open scoped Real Topology

noncomputable section

namespace NarrowBandMobility

/-- Average of the observable `f` over the zone `[-π, π]` with Boltzmann weight `exp (-β E)`,
for a continuous band `E` and a continuous observable `f`. -/
def bandAvg (β : ℝ) (E f : ℝ → ℝ) : ℝ :=
  (∫ k in (-π)..π, f k * Real.exp (-β * E k)) / ∫ k in (-π)..π, Real.exp (-β * E k)

/-- Drift velocity under a force `F` for a C² band, in units with `ħ = 1`: the group velocity `E'`
is integrated against the linear response `-τ F ∂f₀/∂k` of `f₀ = exp (-β E)` in the
relaxation-time approximation, and divided by the integral of `f₀`. -/
def driftVelocity (τ F β : ℝ) (E : ℝ → ℝ) : ℝ :=
  (∫ k in (-π)..π, deriv E k * (-(τ * F) * deriv (fun q => Real.exp (-β * E q)) k)) /
    ∫ k in (-π)..π, Real.exp (-β * E k)

/-- The nearest-neighbour tight-binding band `E(k) = -2t cos k`. -/
def cosBand (t k : ℝ) : ℝ := -2 * t * Real.cos k

/-- The Boltzmann weight of a continuous band has a positive integral over the zone. -/
theorem partition_pos {E : ℝ → ℝ} (hE : Continuous E) (β : ℝ) :
    0 < ∫ k in (-π)..π, Real.exp (-β * E k) := by
  have hc : Continuous fun k => Real.exp (-β * E k) := by fun_prop
  exact intervalIntegral.integral_pos (by linarith [Real.pi_pos]) hc.continuousOn
    (fun k _ => (Real.exp_pos _).le)
    ⟨0, ⟨by linarith [Real.pi_pos], Real.pi_pos.le⟩, Real.exp_pos _⟩

/-- In a continuous band, a continuous nonnegative observable that is positive somewhere in the
zone has a positive thermal average. -/
theorem bandAvg_pos {E f : ℝ → ℝ} (hE : Continuous E) (hf : Continuous f) (β : ℝ)
    (h0 : ∀ k, 0 ≤ f k) (h1 : ∃ k ∈ Icc (-π) π, 0 < f k) : 0 < bandAvg β E f := by
  obtain ⟨c, hc, hpos⟩ := h1
  have hcont : Continuous fun k => f k * Real.exp (-β * E k) := by fun_prop
  exact div_pos (intervalIntegral.integral_pos (by linarith [Real.pi_pos]) hcont.continuousOn
    (fun k _ => mul_nonneg (h0 k) (Real.exp_pos _).le)
    ⟨c, hc, mul_pos hpos (Real.exp_pos _)⟩) (partition_pos hE β)

/-- In a continuous band, a continuous observable that is at most `M`, and below `M` somewhere in
the zone, has a thermal average below `M`. -/
theorem bandAvg_lt {E f : ℝ → ℝ} (hE : Continuous E) (hf : Continuous f) (β M : ℝ)
    (h0 : ∀ k, f k ≤ M) (h1 : ∃ k ∈ Icc (-π) π, f k < M) : bandAvg β E f < M := by
  have hpos : 0 < bandAvg β E (fun k => M - f k) := bandAvg_pos hE (by fun_prop) β
    (fun k => sub_nonneg.mpr (h0 k)) (h1.imp fun k hk => ⟨hk.1, sub_pos.mpr hk.2⟩)
  have hZ := partition_pos hE β
  have c1 : Continuous fun k => M * Real.exp (-β * E k) := by fun_prop
  have c2 : Continuous fun k => f k * Real.exp (-β * E k) := by fun_prop
  -- the weighted integral of `M - f` is `M` times the integral of the weight, minus the weighted integral of `f`
  have hs : (∫ k in (-π)..π, (M - f k) * Real.exp (-β * E k)) =
      M * (∫ k in (-π)..π, Real.exp (-β * E k)) -
        ∫ k in (-π)..π, f k * Real.exp (-β * E k) := by
    simp only [sub_mul]
    rw [intervalIntegral.integral_sub (c1.intervalIntegrable _ _)
      (c2.intervalIntegrable _ _), intervalIntegral.integral_const_mul]
  simp only [bandAvg] at hpos ⊢
  rw [hs, sub_div, mul_div_cancel_right₀ _ hZ.ne'] at hpos
  linarith

/-- A C² band is differentiable, its velocity is differentiable, and its inverse mass is
continuous in `k`. -/
theorem band_regular {E : ℝ → ℝ} (hE : ContDiff ℝ 2 E) :
    Differentiable ℝ E ∧ Differentiable ℝ (deriv E) ∧ Continuous (deriv (deriv E)) := by
  have h : ContDiff ℝ (1 + 1) E := by
    rw [one_add_one_eq_two]
    exact hE
  have h' := contDiff_succ_iff_deriv.mp h
  exact ⟨h'.1, contDiff_one_iff_deriv.mp h'.2.2⟩

/-- For a C², 2π-periodic band, `β` times the thermal mean of the squared group velocity equals
the thermal mean of the inverse mass. -/
theorem velocity_sq_eq_inverse_mass {E : ℝ → ℝ} (hE : ContDiff ℝ 2 E)
    (hper : Function.Periodic E (2 * π)) (β : ℝ) :
    β * bandAvg β E (fun k => deriv E k ^ 2) = bandAvg β E (deriv (deriv E)) := by
  obtain ⟨h1, h2, h3⟩ := band_regular hE
  have c0 := h1.continuous
  have ce : Continuous fun k => Real.exp (-β * E k) := by fun_prop
  have c1 : Continuous fun k => deriv (deriv E) k * Real.exp (-β * E k) := h3.mul ce
  have c2 : Continuous fun k => β * (deriv E k ^ 2 * Real.exp (-β * E k)) :=
    continuous_const.mul ((h2.continuous.pow 2).mul ce)
  have i1 := c1.intervalIntegrable (μ := MeasureTheory.volume) (-π) π
  have i2 := c2.intervalIntegrable (μ := MeasureTheory.volume) (-π) π
  have hd : ∀ k, HasDerivAt (fun k => deriv E k * Real.exp (-β * E k))
      (deriv (deriv E) k * Real.exp (-β * E k)
        - β * (deriv E k ^ 2 * Real.exp (-β * E k))) k := by
    intro k
    have hexp := ((h1 k).hasDerivAt.const_mul (-β)).exp
    exact ((h2 k).hasDerivAt.fun_mul hexp).congr_deriv (by ring)
  -- energy and velocity agree at the two zone edges
  have hedge : -π + 2 * π = π := by ring
  have he : E π = E (-π) := by
    have h := hper (-π)
    rwa [hedge] at h
  have hv : deriv E π = deriv E (-π) := by
    have hs : (fun x => E (x + 2 * π)) = E := funext hper
    have h : deriv (fun x => E (x + 2 * π)) (-π) = deriv E (-π + 2 * π) := by
      rw [deriv_comp_add_const]
    rw [hs, hedge] at h
    exact h.symm
  -- so the total derivative integrates to zero
  have hz := intervalIntegral.integral_eq_sub_of_hasDerivAt (fun k _ => hd k) (i1.sub i2)
  rw [intervalIntegral.integral_sub i1 i2, intervalIntegral.integral_const_mul,
    hv, he, sub_self] at hz
  simp only [bandAvg]
  rw [← mul_div_assoc]
  congr 1
  linarith

/-- For a C², 2π-periodic band, the drift velocity is the relaxation time times the force times
the thermal mean of the inverse mass. -/
theorem driftVelocity_eq {E : ℝ → ℝ} (hE : ContDiff ℝ 2 E)
    (hper : Function.Periodic E (2 * π)) (τ F β : ℝ) :
    driftVelocity τ F β E = τ * F * bandAvg β E (deriv (deriv E)) := by
  have h1 := (band_regular hE).1
  have hd : ∀ k, deriv (fun q => Real.exp (-β * E q)) k =
      Real.exp (-β * E k) * (-β * deriv E k) :=
    fun k => ((h1 k).hasDerivAt.const_mul (-β)).exp.deriv
  have hi : (∫ k in (-π)..π,
      deriv E k * (-(τ * F) * deriv (fun q => Real.exp (-β * E q)) k)) =
      τ * F * β * ∫ k in (-π)..π, deriv E k ^ 2 * Real.exp (-β * E k) := by
    rw [← intervalIntegral.integral_const_mul]
    refine intervalIntegral.integral_congr (fun k _ => ?_)
    simp only [hd k]
    ring
  rw [← velocity_sq_eq_inverse_mass hE hper β]
  simp only [driftVelocity, bandAvg]
  rw [hi]
  ring

/-- As `β → 0+`, the thermal average of a continuous observable in a continuous band tends to its
uniform average over the zone. -/
theorem bandAvg_tendsto {E f : ℝ → ℝ} (hE : Continuous E) (hf : Continuous f) :
    Tendsto (fun β => bandAvg β E f) (𝓝[>] 0) (𝓝 ((∫ k in (-π)..π, f k) / (2 * π))) := by
  have hn : Continuous fun p : ℝ × ℝ => f p.2 * Real.exp (-p.1 * E p.2) := by fun_prop
  have hZ : Continuous fun p : ℝ × ℝ => Real.exp (-p.1 * E p.2) := by fun_prop
  have hc : Continuous fun β => bandAvg β E f :=
    (intervalIntegral.continuous_parametric_intervalIntegral_of_continuous'
      (f := fun β k => f k * Real.exp (-β * E k)) hn (-π) π).div
    (intervalIntegral.continuous_parametric_intervalIntegral_of_continuous'
      (f := fun β k => Real.exp (-β * E k)) hZ (-π) π) (fun β => (partition_pos hE β).ne')
  have h0 : bandAvg 0 E f = (∫ k in (-π)..π, f k) / (2 * π) := by
    simp only [bandAvg, neg_zero, zero_mul, Real.exp_zero, mul_one,
      intervalIntegral.integral_const, smul_eq_mul]
    congr 1
    ring
  rw [← h0]
  exact (hc.tendsto 0).mono_left nhdsWithin_le_nhds

/-- The cosine band has group velocity `2t sin k` and inverse mass `2t cos k`. -/
theorem cosBand_derivs (t : ℝ) : deriv (cosBand t) = (fun k => 2 * t * Real.sin k) ∧
    deriv (deriv (cosBand t)) = fun k => 2 * t * Real.cos k := by
  have h1 : deriv (cosBand t) = fun k => 2 * t * Real.sin k := by
    funext k
    have h : HasDerivAt (cosBand t) (2 * t * Real.sin k) k :=
      ((Real.hasDerivAt_cos k).const_mul (-2 * t)).congr_deriv (by ring)
    exact h.deriv
  refine ⟨h1, ?_⟩
  rw [h1]
  funext k
  exact ((Real.hasDerivAt_sin k).const_mul (2 * t)).deriv

/-- For `β, t > 0`, the thermal mean inverse mass of the cosine band lies strictly between zero
and the inverse mass at `k = 0`, which is `2t`. -/
theorem cosBand_inverse_mass_bounds {β t : ℝ} (hβ : 0 < β) (ht : 0 < t) :
    0 < bandAvg β (cosBand t) (deriv (deriv (cosBand t))) ∧
    bandAvg β (cosBand t) (deriv (deriv (cosBand t))) < deriv (deriv (cosBand t)) 0 ∧
    deriv (deriv (cosBand t)) 0 = 2 * t := by
  obtain ⟨d1, d2⟩ := cosBand_derivs t
  have hE : ContDiff ℝ 2 (cosBand t) := contDiff_const.mul Real.contDiff_cos
  have hper : Function.Periodic (cosBand t) (2 * π) := by
    intro k
    simp only [cosBand, Real.cos_add_two_pi]
  have hb : deriv (deriv (cosBand t)) 0 = 2 * t := by
    simp only [d2, Real.cos_zero, mul_one]
  refine ⟨?_, ?_, hb⟩
  · -- the squared velocity is positive at `k = π/2`
    rw [← velocity_sq_eq_inverse_mass hE hper β, d1]
    refine mul_pos hβ (bandAvg_pos hE.continuous (by fun_prop) β (fun k => sq_nonneg _)
      ⟨π / 2, ⟨by linarith [Real.pi_pos], by linarith [Real.pi_pos]⟩, ?_⟩)
    simp only [Real.sin_pi_div_two]
    positivity
  · -- the inverse mass is below `2t` at `k = π`
    rw [hb, d2]
    refine bandAvg_lt hE.continuous (by fun_prop) β (2 * t)
      (fun k => by nlinarith [Real.cos_le_one k])
      ⟨π, ⟨by linarith [Real.pi_pos], le_refl _⟩, ?_⟩
    simp only [Real.cos_pi]
    linarith

/-- As `β → 0+`, the thermal mean squared velocity of the cosine band tends to `2t²`. -/
theorem cosBand_velocity_sq_tendsto (t : ℝ) :
    Tendsto (fun β => bandAvg β (cosBand t) (fun k => deriv (cosBand t) k ^ 2))
      (𝓝[>] 0) (𝓝 (2 * t ^ 2)) := by
  have hE : Continuous (cosBand t) := continuous_const.mul Real.continuous_cos
  have hf : Continuous fun k => (2 * t * Real.sin k) ^ 2 := by fun_prop
  have hv : (∫ k in (-π)..π, (2 * t * Real.sin k) ^ 2) / (2 * π) = 2 * t ^ 2 := by
    simp only [mul_pow, intervalIntegral.integral_const_mul, integral_sin_sq,
      Real.sin_neg, Real.sin_pi]
    rw [div_eq_iff (by positivity)]
    ring
  have h := bandAvg_tendsto hE hf
  rw [hv] at h
  simpa only [(cosBand_derivs t).1] using h

end NarrowBandMobility
```

```lean
#print axioms NarrowBandMobility.driftVelocity_eq
-- 'NarrowBandMobility.driftVelocity_eq' depends on axioms: [propext, Classical.choice, Quot.sound]
#print axioms NarrowBandMobility.bandAvg_tendsto
-- 'NarrowBandMobility.bandAvg_tendsto' depends on axioms: [propext, Classical.choice, Quot.sound]
#print axioms NarrowBandMobility.cosBand_inverse_mass_bounds
-- 'NarrowBandMobility.cosBand_inverse_mass_bounds' depends on axioms: [propext, Classical.choice, Quot.sound]
#print axioms NarrowBandMobility.cosBand_velocity_sq_tendsto
-- 'NarrowBandMobility.cosBand_velocity_sq_tendsto' depends on axioms: [propext, Classical.choice, Quot.sound]
```

## From the definitions to the band theorems

`bandAvg β E f` is the quotient $\langle f\rangle$ above. The band is a function `E : ℝ → ℝ`, with `deriv E` as group velocity and `deriv (deriv E)` as inverse mass. The hypotheses `ContDiff ℝ 2 E` and `Function.Periodic E (2 * π)` state the smoothness and periodicity.

`velocity_sq_eq_inverse_mass` is the identity for every real `β`. In its proof, `band_regular` supplies the derivatives and their continuity, `hd` is the formula for $g'$, and `he` and `hv` match energy and velocity at the zone edges. The fundamental theorem of calculus then gives `hz`, the vanishing integral.

`driftVelocity_eq` says that the drift velocity is $\tau F\langle E''\rangle$. Its step `hd` differentiates the Boltzmann factor and `hi` collects the constants, after which the identity replaces squared velocity by inverse mass.

`cosBand_inverse_mass_bounds` contains both strict inequalities and the value $2t$ of the curvature at $k=0$. It combines the identity with `bandAvg_pos`, which turns a nonnegative observable that is positive somewhere into a positive average, and `bandAvg_lt`, which applies that result to $M-f$ for an upper bound $M$. The positive denominator comes from `partition_pos`.

`cosBand_velocity_sq_tendsto` is the high-temperature limit, with `𝓝[>] 0` expressing the approach to zero from above. It holds for any real `t`. The general lemma `bandAvg_tendsto` proves continuity in $\beta$ and evaluates the average at $\beta=0$; the integral of $\sin^2 k$ does the rest.

## Exact zone integrals, postulated linear response

The theorems guarantee equalities and bounds for integrals over a continuous zone. They give no error estimate for a finite grid, interpolated bands or floating-point sums, so the tolerance in comparing $A$ with $B$ must be set separately, for example by a convergence test in $N$.

The linear response is built into the definition `driftVelocity`; the file does not derive it from a Boltzmann equation. The constant `τ` stands for scattering that returns every $k$ state to equilibrium at the same rate. If $\tau$ depends on $k$, it belongs inside the average, and integration by parts also produces a term with its derivative.

The weight is $e^{-\beta E}$, appropriate to a dilute carrier gas, so Fermi–Dirac occupations are not covered. Nor are several dimensions, coupled bands or interactions between carriers. The strict bounds and the value $2t^2$ are proved for the cosine band alone.

To restore units for a lattice constant $a$, with $k$ still dimensionless, the velocity is $(a/\hbar)E'$ and the inverse mass is $(a/\hbar)^2E''$. Both sides of the identity acquire the same factor $(a/\hbar)^2$.
